# For real g > 0, a symmetric two-state field reproduces exp(gx²) at any two points 0 ≤ a < b, but never at 0, 1 and 2 together

A squared one-body operator enters here only through its eigenvalues \(x\), so that its Boltzmann factor with strength \(g\) is the number \(\exp(gx^2)\), to be matched by the average \(c\cosh(\lambda x)\) over an auxiliary field \(s=\pm1\) with coupling \(\lambda\) and prefactor \(c\). Two distances from the origin can be matched in this way when \(g\ge 0\), while for \(g>0\) no choice of \(c\) and \(\lambda\) matches the eigenvalues 0, 1 and 2 together. Adding a third field state \(s=0\) is then enough.

```lean
import Mathlib

namespace DiscreteFieldMatching

/-- For `0 ≤ a < b`, every ratio `R ≥ 1` between the field averages at `b` and at `a`
is reached by some real coupling `l`. -/
theorem exists_coupling_of_ratio {a b R : ℝ} (ha : 0 ≤ a) (hab : a < b) (hR : 1 ≤ R) :
    ∃ l : ℝ, Real.cosh (l * b) = R * Real.cosh (l * a) := by
  have hd : 0 < b - a := sub_pos.mpr hab
  -- a coupling at which the ratio is already at least R
  obtain ⟨L, hL⟩ : ∃ L : ℝ, L = Real.log (2 * R) / (b - a) := ⟨_, rfl⟩
  have hL0 : 0 ≤ L := by
    rw [hL]
    exact div_nonneg (Real.log_nonneg (by linarith)) hd.le
  have hLd : L * (b - a) = Real.log (2 * R) := by
    rw [hL]
    exact div_mul_cancel₀ _ hd.ne'
  have hexp : Real.exp (L * b) = 2 * R * Real.exp (L * a) := by
    rw [show L * b = Real.log (2 * R) + L * a by linarith, Real.exp_add,
      Real.exp_log (by linarith)]
  have hup : Real.cosh (L * a) ≤ Real.exp (L * a) := by
    have h0 : 0 ≤ L * a := mul_nonneg hL0 ha
    have h1 : Real.exp (-(L * a)) ≤ Real.exp (L * a) := Real.exp_le_exp.mpr (by linarith)
    rw [Real.cosh_eq]
    linarith
  have hlow : R * Real.cosh (L * a) ≤ Real.cosh (L * b) := by
    have h1 : R * Real.cosh (L * a) ≤ R * Real.exp (L * a) :=
      mul_le_mul_of_nonneg_left hup (by linarith)
    have h2 := Real.exp_pos (-(L * b))
    rw [Real.cosh_eq (L * b)]
    linarith
  -- the intermediate value theorem between zero coupling and L
  have hcont : Continuous (fun l : ℝ => Real.cosh (l * b) - R * Real.cosh (l * a)) :=
    (Real.continuous_cosh.comp (continuous_id.mul continuous_const)).sub
      (continuous_const.mul (Real.continuous_cosh.comp (continuous_id.mul continuous_const)))
  have hmem : (0 : ℝ) ∈ Set.Icc (Real.cosh (0 * b) - R * Real.cosh (0 * a))
      (Real.cosh (L * b) - R * Real.cosh (L * a)) := by
    constructor
    · rw [zero_mul, zero_mul, Real.cosh_zero]
      linarith
    · linarith
  obtain ⟨l, _, hl⟩ := intermediate_value_Icc hL0 hcont.continuousOn hmem
  exact ⟨l, sub_eq_zero.mp hl⟩

/-- A two-state field with positive prefactor `c` and real coupling `l` reproduces
`exp (g x²)` at two points `0 ≤ a < b` exactly when `g ≥ 0`. -/
theorem two_point_matching_iff {a b : ℝ} (g : ℝ) (ha : 0 ≤ a) (hab : a < b) :
    (∃ c l : ℝ, 0 < c ∧ c * Real.cosh (l * a) = Real.exp (g * a ^ 2) ∧
      c * Real.cosh (l * b) = Real.exp (g * b ^ 2)) ↔ 0 ≤ g := by
  have hsq : 0 < b ^ 2 - a ^ 2 := by nlinarith
  constructor
  · rintro ⟨c, l, hc, h1, h2⟩
    -- the field average does not decrease with the distance from the origin
    have hcosh : Real.cosh (l * a) ≤ Real.cosh (l * b) := by
      rw [Real.cosh_le_cosh, abs_mul, abs_mul, abs_of_nonneg ha,
        abs_of_nonneg (ha.trans hab.le)]
      exact mul_le_mul_of_nonneg_left hab.le (abs_nonneg l)
    have hle := mul_le_mul_of_nonneg_left hcosh hc.le
    rw [h1, h2, Real.exp_le_exp] at hle
    by_contra hg
    have hneg := mul_neg_of_neg_of_pos (not_le.mp hg) hsq
    linarith
  · intro hg
    obtain ⟨l, hl⟩ := exists_coupling_of_ratio ha hab
      (Real.one_le_exp (mul_nonneg hg hsq.le))
    have hpos := Real.cosh_pos (l * a)
    have hfirst : Real.exp (g * a ^ 2) / Real.cosh (l * a) * Real.cosh (l * a)
        = Real.exp (g * a ^ 2) := div_mul_cancel₀ _ hpos.ne'
    refine ⟨Real.exp (g * a ^ 2) / Real.cosh (l * a), l,
      div_pos (Real.exp_pos _) hpos, hfirst, ?_⟩
    rw [hl, mul_left_comm, hfirst, ← Real.exp_add]
    congr 1
    ring

/-- If a two-state field with complex prefactor and coupling reproduces `exp (g x²)`
at `x = 0` and `x = 1`, its error at `x = 2` is `(exp (2g) - 1)²`. -/
theorem mismatch_at_two {g c l : ℂ}
    (h0 : c * Complex.cosh (l * 0) = Complex.exp (g * 0 ^ 2))
    (h1 : c * Complex.cosh (l * 1) = Complex.exp (g * 1 ^ 2)) :
    Complex.exp (g * 2 ^ 2) - c * Complex.cosh (l * 2) = (Complex.exp (2 * g) - 1) ^ 2 := by
  -- the point 0 fixes the prefactor, the point 1 fixes the coupling
  have hc : c = 1 := by simpa using h0
  have hl : Complex.cosh l = Complex.exp g := by simpa [hc] using h1
  have e2 : Complex.exp (2 * g) = Complex.exp g ^ 2 := by
    rw [two_mul, Complex.exp_add, sq]
  have e4 : Complex.exp (g * 2 ^ 2) = Complex.exp g ^ 4 := by
    rw [show g * 2 ^ 2 = 2 * g + 2 * g by ring, Complex.exp_add, e2]
    ring
  rw [hc, mul_comm l 2, Complex.cosh_two_mul, e2, e4]
  linear_combination Complex.cosh_sq l - 2 * (Complex.cosh l + Complex.exp g) * hl

/-- For complex `g`, a two-state field with complex prefactor and coupling reproduces
`exp (g x²)` at `x = 0, 1, 2` exactly when `exp (2g) = 1`. -/
theorem three_point_matching_iff (g : ℂ) :
    (∃ c l : ℂ, c * Complex.cosh (l * 0) = Complex.exp (g * 0 ^ 2) ∧
      c * Complex.cosh (l * 1) = Complex.exp (g * 1 ^ 2) ∧
      c * Complex.cosh (l * 2) = Complex.exp (g * 2 ^ 2)) ↔ Complex.exp (2 * g) = 1 := by
  constructor
  · rintro ⟨c, l, h0, h1, h2⟩
    have h := mismatch_at_two h0 h1
    rw [h2, sub_self] at h
    exact sub_eq_zero.mp (pow_eq_zero_iff (two_ne_zero)|>.mp h.symm)
  · intro h
    -- here exp g = exp (-g), so the coupling l = g does the job
    have hneg : Complex.exp g = Complex.exp (-g) * Complex.exp (2 * g) := by
      rw [← Complex.exp_add]
      congr 1
      ring
    rw [h, mul_one] at hneg
    have hcosh : Complex.cosh g = Complex.exp g := by
      rw [Complex.cosh, ← hneg]
      ring
    have h0 : (1 : ℂ) * Complex.cosh (g * 0) = Complex.exp (g * 0 ^ 2) := by simp
    have h1 : (1 : ℂ) * Complex.cosh (g * 1) = Complex.exp (g * 1 ^ 2) := by
      rw [one_mul, one_pow, mul_one, hcosh]
    have h2 := mismatch_at_two h0 h1
    rw [h, sub_self, zero_pow two_ne_zero] at h2
    exact ⟨1, g, h0, h1, (sub_eq_zero.mp h2).symm⟩

/-- For real `g ≠ 0` no two-state field, even with complex prefactor and coupling,
reproduces `exp (g x²)` at `x = 0, 1, 2`. -/
theorem no_three_point_matching {g : ℝ} (hg : g ≠ 0) :
    ¬ ∃ c l : ℂ, c * Complex.cosh (l * 0) = Complex.exp ((g : ℂ) * 0 ^ 2) ∧
      c * Complex.cosh (l * 1) = Complex.exp ((g : ℂ) * 1 ^ 2) ∧
      c * Complex.cosh (l * 2) = Complex.exp ((g : ℂ) * 2 ^ 2) := by
  rw [three_point_matching_iff]
  intro h
  have hr : Real.exp (2 * g) = 1 := by exact_mod_cast h
  rw [Real.exp_eq_one_iff] at hr
  exact hg (by linarith)

/-- The number `2 / (exp(g)² + 2 exp(g) + 3)`, used in `three_state_matching` as the total weight of
the states `s = ±1`. -/
noncomputable def sideWeight (g : ℝ) : ℝ :=
  2 / (Real.exp g ^ 2 + 2 * Real.exp g + 3)

/-- For `g ≥ 0`, a field with states `s = -1, 0, 1`, positive weights and a real coupling
reproduces `exp (g x²)` at every integer `x` with `|x| ≤ 2`. -/
theorem three_state_matching {g : ℝ} (hg : 0 ≤ g) :
    0 < sideWeight g ∧ sideWeight g < 1 ∧ ∃ l : ℝ, ∀ x : ℤ, |x| ≤ 2 →
      (1 - sideWeight g) + sideWeight g * Real.cosh (l * x) = Real.exp (g * (x : ℝ) ^ 2) := by
  have hq : 1 ≤ Real.exp g := Real.one_le_exp hg
  have hden : 0 < Real.exp g ^ 2 + 2 * Real.exp g + 3 := by positivity
  have hw : sideWeight g * (Real.exp g ^ 2 + 2 * Real.exp g + 3) = 2 :=
    div_mul_cancel₀ _ hden.ne'
  refine ⟨div_pos two_pos hden, ?_, ?_⟩
  · rw [sideWeight, div_lt_one hden]
    nlinarith
  -- the coupling is fixed by its hyperbolic cosine
  have hR : 1 ≤ (Real.exp g ^ 3 + Real.exp g ^ 2 + Real.exp g - 1) / 2 := by
    have h2 : 1 ≤ Real.exp g ^ 2 := one_le_pow₀ hq
    have h3 : 1 ≤ Real.exp g ^ 3 := one_le_pow₀ hq
    linarith
  obtain ⟨l, hl⟩ := exists_coupling_of_ratio le_rfl one_pos hR
  rw [mul_one, mul_zero, Real.cosh_zero, mul_one] at hl
  have h1 : (1 - sideWeight g) + sideWeight g * Real.cosh l = Real.exp g := by
    linear_combination (Real.exp g - 1) / 2 * hw + sideWeight g * hl
  have hd : Real.cosh (2 * l) = 2 * Real.cosh l ^ 2 - 1 := by
    rw [Real.cosh_two_mul]
    linarith [Real.cosh_sq l]
  have e4 : Real.exp (4 * g) = Real.exp g ^ 4 := by
    rw [show 4 * g = g + g + (g + g) by ring, Real.exp_add, Real.exp_add]
    ring
  have h2 : (1 - sideWeight g) + sideWeight g * Real.cosh (2 * l) = Real.exp (4 * g) := by
    rw [hd, e4]
    linear_combination 2 * (Real.cosh l + 1) * h1 + 2 * (Real.exp g - 1) * hl
  refine ⟨l, fun x hx => ?_⟩
  obtain ⟨hlo, hhi⟩ := abs_le.mp hx
  have hcases : x = -2 ∨ x = -1 ∨ x = 0 ∨ x = 1 ∨ x = 2 := by omega
  rcases hcases with rfl | rfl | rfl | rfl | rfl
  · rw [show l * ((-2 : ℤ) : ℝ) = -(2 * l) by push_cast; ring,
      show g * ((-2 : ℤ) : ℝ) ^ 2 = 4 * g by push_cast; ring, Real.cosh_neg]
    exact h2
  · rw [show l * ((-1 : ℤ) : ℝ) = -l by push_cast; ring,
      show g * ((-1 : ℤ) : ℝ) ^ 2 = g by push_cast; ring, Real.cosh_neg]
    exact h1
  · simp
  · simpa using h1
  · rw [show l * ((2 : ℤ) : ℝ) = 2 * l by push_cast; ring,
      show g * ((2 : ℤ) : ℝ) ^ 2 = 4 * g by push_cast; ring]
    exact h2

end DiscreteFieldMatching
```

```lean
#print axioms DiscreteFieldMatching.two_point_matching_iff
#print axioms DiscreteFieldMatching.no_three_point_matching
#print axioms DiscreteFieldMatching.three_state_matching
```

```
'DiscreteFieldMatching.two_point_matching_iff' depends on axioms: [propext, Classical.choice, Quot.sound]
'DiscreteFieldMatching.no_three_point_matching' depends on axioms: [propext, Classical.choice, Quot.sound]
'DiscreteFieldMatching.three_state_matching' depends on axioms: [propext, Classical.choice, Quot.sound]
```

## From a squared operator to a scalar equation

Auxiliary-field Monte Carlo replaces the exponential of a squared one-body operator \(A\) by an average of exponentials linear in \(A\), because the latter map Slater determinants to Slater determinants. For a field with two equally weighted states and opposite couplings the average is

\[
\frac{c}{2}\sum_{s=\pm1} e^{\lambda s x}=c\cosh(\lambda x)
\]

on an eigenvector of \(A\) with eigenvalue \(x\). If this equals \(\exp(gx^2)\) at every eigenvalue of a Hermitian \(A\) on a finite-dimensional space, the two operators are equal; that spectral step is left to the reader, since the file deals only with numbers.

In Lean, `l` stands for \(\lambda\), and the theorems say the following.

- `two_point_matching_iff` takes real \(0\le a<b\) and real \(g\). Some \(c>0\) and real \(\lambda\) match \(\exp(gx^2)\) at \(x=a\) and \(x=b\) exactly when \(g\ge0\).
- `mismatch_at_two` takes complex \(g\), \(c\) and \(\lambda\). If the points 0 and 1 are matched, the exact value minus the field average at \(x=2\) is \((e^{2g}-1)^2\).
- `three_point_matching_iff` says that complex \(c\) and \(\lambda\) matching all three points exist exactly when \(e^{2g}=1\). `no_three_point_matching` draws the consequence for real \(g\ne0\), still with complex \(c\) and \(\lambda\).
- `three_state_matching` adds the state \(s=0\). For real \(g\ge0\) there are positive weights and a real coupling that match every integer \(x\) with \(|x|\le2\).

In the last theorem `sideWeight g` is the total weight \(w\) of the states \(s=\pm1\), so each of them carries \(w/2\), and \(s=0\) carries \(1-w\). The bounds \(0<w<1\) make all three weights positive.

The impossibility concerns fields with equal weights and opposite couplings. Two states with unequal weights or unrelated couplings have more parameters and are not covered.

## Where two distances suffice and where they do not

The smallest case is \(a=0\), \(b=1\), which is the Hubbard interaction on one site. With occupations \(n_\uparrow,n_\downarrow\in\{0,1\}\) and \(m=n_\uparrow-n_\downarrow\),

\[
n_\uparrow n_\downarrow=\tfrac12(n_\uparrow+n_\downarrow)-\tfrac12 m^2 .
\]

For a repulsion \(U>0\) and an imaginary-time step \(\Delta\tau\), the factor \(\exp(-\Delta\tau\,U n_\uparrow n_\downarrow)\) therefore contains \(\exp(gm^2)\) with \(g=\Delta\tau\,U/2\). The eigenvalues of \(m\) are \(-1,0,1\), and since both sides are even in \(x\), matching 0 and 1 is enough. It gives \(c=1\) and \(\cosh\lambda=e^{\Delta\tau U/2}\), the familiar discrete Hubbard-Stratonovich transformation.

A case with \(a>0\) is a site with three fermion species and total occupation \(N\). The values of \(N-\tfrac32\) are \(\pm\tfrac12\) and \(\pm\tfrac32\), so two states cover four eigenvalues.

With two orbitals, \(m=N_\uparrow-N_\downarrow\) runs from \(-2\) to 2, and the two-state field fails for every real \(g\neq0\). For simulation practice this means that such a term, taken as a single squared operator with integer eigenvalues up to 2 in magnitude, is not decoupled exactly by a symmetric two-state field: either another field is chosen, or each time step carries a decoupling error. Positive field weights do not by themselves settle the sign of the fermion determinants.

## Existence and sign at two points

Dividing the two matching conditions removes \(c\) and leaves

\[
\cosh(\lambda b)=R\cosh(\lambda a),\qquad R=e^{g(b^2-a^2)} .
\]

For \(g\ge0\) we have \(R\ge1\). Consider

\[
f(\lambda)=\cosh(\lambda b)-R\cosh(\lambda a).
\]

At \(\lambda=0\) it equals \(1-R\le0\). Now take \(L=\log(2R)/(b-a)\), which is positive and satisfies \(e^{Lb}=2R\,e^{La}\). Since \(La\ge0\), we have \(\cosh(La)\le e^{La}\), and therefore

\[
\cosh(Lb)\ge\tfrac12e^{Lb}=R\,e^{La}\ge R\cosh(La).
\]

So \(f(L)\ge0\), and \(f\) has a zero between 0 and \(L\). Setting \(c=e^{ga^2}/\cosh(\lambda a)>0\) matches the point \(a\), and then

\[
c\cosh(\lambda b)=R\,e^{ga^2}=e^{gb^2}.
\]

The lemma `exists_coupling_of_ratio` follows these lines: `hexp` is the defining property of \(L\), `hup` is the upper bound on \(\cosh(La)\), and `hlow` is the resulting inequality at \(L\).

For the converse, suppose that \(c>0\) and a real \(\lambda\) match both points. Because \(\cosh\) grows with the magnitude of its argument, \(c\cosh(\lambda a)\le c\cosh(\lambda b)\). Hence \(ga^2\le gb^2\), and \(g\ge0\) because \(b^2>a^2\). In Lean, `Real.cosh_le_cosh` turns the comparison of hyperbolic cosines into one of absolute values. For negative \(g\) an imaginary coupling can still serve: at the points 0 and 1, \(\lambda=i\theta\) with \(\cos\theta=e^g\) does so.

## How the intermediate value theorem delivers the coupling

Both existence results for real couplings rest on Mathlib's `intermediate_value_Icc`. For a function \(f\) continuous on \([u,v]\) with \(u\le v\), it states an inclusion of sets: the interval \([f(u),f(v)]\) lies in the image of \([u,v]\) under \(f\).

An inclusion in Lean is a function that turns a proof of membership in the smaller set into one of membership in the larger. Here `hmem` says that 0 lies between \(f(0)\) and \(f(L)\). Applying the theorem to it yields a point `l`, its location in the interval, which is discarded, and the equation \(f(l)=0\). Working with the difference \(f\) instead of the ratio of the two hyperbolic cosines keeps the continuity proof to products, compositions and one subtraction.

## The mismatch at x = 2

Write \(q=e^g\). The condition at \(x=0\) reads \(c=1\), and the condition at \(x=1\) then reads \(\cosh\lambda=q\). No freedom remains that could affect \(x=2\), because \(\cosh(2\lambda)=2\cosh^2\lambda-1=2q^2-1\). The difference is

\[
e^{4g}-\cosh(2\lambda)=q^4-2q^2+1=(q^2-1)^2=(e^{2g}-1)^2 .
\]

In `mismatch_at_two` the final `linear_combination` carries out this substitution, using \(\cosh^2\lambda=\sinh^2\lambda+1\) and \(\cosh\lambda=q\).

If all three points are matched, the square vanishes and \(e^{2g}=1\). Conversely, \(e^{2g}=1\) gives \(e^g=e^{-g}\), so \(\cosh g=e^g\). The choice \(c=1\), \(\lambda=g\) then matches 0 and 1, and the mismatch formula shows that it matches 2 as well. For real \(g\), \(e^{2g}=1\) leaves only \(g=0\).

For real \(g\neq0\) the mismatch is positive, so a field tuned at 0 and 1 gives \(x=2\) too little weight. For small \(g\) the deficit is about \(4g^2\), which is of second order in the time step when \(g\) is proportional to it.

## Weights and coupling of the three-state field

With \(C=\cosh\lambda\), the average over three states is \(1-w+w\cosh(\lambda x)\). It equals 1 at \(x=0\) for any \(w\). The conditions at 1 and 2 are

\[
w(C-1)=q-1,\qquad 2w(C^2-1)=q^4-1 .
\]

For \(q>1\), dividing the second by the first gives \(2(C+1)=q^3+q^2+q+1\), so

\[
C=\frac{q^3+q^2+q-1}{2},\qquad C-1=\frac{(q-1)(q^2+2q+3)}{2},\qquad w=\frac{2}{q^2+2q+3}.
\]

These formulas also solve the conditions at \(q=1\), where \(C=1\) and \(w=\tfrac13\). For \(q\ge1\) we have \(C\ge1\), so a real \(\lambda\) exists, and the denominator of \(w\) is at least 6, so \(0<w\le\tfrac13\).

The Lean proof starts from the solution and verifies it. It obtains \(\lambda\) from `exists_coupling_of_ratio` with \(a=0\), \(b=1\) and \(R=C\). The step `h1` checks \(x=1\), and `h2` multiplies that identity by \(2(C+1)\) to reach \(x=2\). The tactic `omega` then proves that \(x\) is one of the five integers from \(-2\) to 2, and evenness of \(\cosh\) takes care of the negative ones.

## The limit of weak coupling

As \(g\to0^+\), the weights of \(s=-1,0,1\) tend to \(\tfrac16,\tfrac23,\tfrac16\). From \(C-1\approx3g\) one finds \(\lambda\approx\sqrt{6g}\) for the positive solution.

The continuous Hubbard-Stratonovich transformation averages \(e^{\sqrt{2g}\,yx}\) over a standard normal variable \(y\). In that variable the three states sit at \(y=0\) and \(y=\pm\sqrt3\) in the limit. With the weights above, these are the nodes of three-point Gauss-Hermite quadrature, so the three-state field turns into the standard three-point discretisation of the Gaussian field.
